# Binomial weights, mean and variance of the first-order multiplet from n equally coupled, equally polarized, independent spin-1/2 neighbours

A configuration of the $n$ neighbours is represented by the set $d$ of those that are down, a `Finset (Fin n)`. The weight of a line is defined as the total probability of the configurations with a given number of down spins, so the binomial formula is something to derive and is not part of the definition.

The neighbours are classical labels $m_i=\pm1/2$. This describes first-order coupling, in which the observed spin sees only the $z$ projections of its neighbours, all with the same real coupling $J$. The intensity of a line is identified with the probability of its configurations, which normalises the total intensity to 1 and assumes that the observed spin is uncorrelated with its neighbours. Strong coupling, unequal couplings, correlated spins and relaxation are not covered. Frequencies are angular and measured from the uncoupled resonance, counted positive in the direction in which an up neighbour shifts the line when $J>0$; for a coupling in hertz, $J$ stands for $2\pi$ times that value.

```lean
import Mathlib

open Finset

namespace PolarizedMultiplet

noncomputable section
```

## Configurations and lines

The polarization $P$ is the probability of up minus the probability of down, so each spin is up with probability $(1+P)/2$ and down with probability $(1-P)/2$. Independence, which is assumed, makes the probability of a configuration a product:
$$\Pr(d)=\prod_{i}\begin{cases}(1-P)/2 & i\in d\\ (1+P)/2 & i\notin d.\end{cases}$$

```lean
/-- Probability that exactly the neighbours in `d` are down and all others are up, for
independent spins of polarization `P`. -/
def configProb {n : ℕ} (P : ℝ) (d : Finset (Fin n)) : ℝ :=
  ∏ i, if i ∈ d then (1 - P) / 2 else (1 + P) / 2
```

The neighbours shift the resonance by $J\sum_i m_i$.

```lean
/-- Frequency shift `J ∑ mᵢ` produced by the neighbours, with `mᵢ = -1/2` for the spins in `d`
and `mᵢ = 1/2` for the others. -/
def shift {n : ℕ} (J : ℝ) (d : Finset (Fin n)) : ℝ :=
  J * ∑ i, if i ∈ d then -(1 / 2 : ℝ) else 1 / 2
```

The line labelled by $k$ down spins is placed at $\omega_k=J(n/2-k)$.

```lean
/-- Position of the line that belongs to `k` down spins among `n` neighbours. -/
def linePosition (n : ℕ) (J : ℝ) (k : ℕ) : ℝ := J * ((n : ℝ) / 2 - k)
```

Its weight is $w_k=\sum_{|d|=k}\Pr(d)$. In Lean, `powersetCard k univ` is the collection of all $k$-element sets of neighbours.

```lean
/-- Total probability of the configurations with exactly `k` down spins. -/
def lineWeight (n : ℕ) (P : ℝ) (k : ℕ) : ℝ :=
  ∑ d ∈ powersetCard k (univ : Finset (Fin n)), configProb P d
```

A configuration with $|d|$ down spins has
$$J\sum_i m_i=J\left(\frac{n-|d|}{2}-\frac{|d|}{2}\right)=J\left(\frac n2-|d|\right)=\omega_{|d|}.$$
The proof writes each $m_i$ as $1/2$ minus the indicator of $i\in d$ and sums the two parts separately.

```lean
/-- The shift of a configuration is the line position given by its number of down spins. -/
theorem shift_eq {n : ℕ} (J : ℝ) (d : Finset (Fin n)) :
    shift J d = linePosition n J d.card := by
  have h : ∀ i : Fin n, (if i ∈ d then -(1 / 2 : ℝ) else 1 / 2)
      = 1 / 2 - (if i ∈ d then (1 : ℝ) else 0) := by
    intro i
    split_ifs <;> norm_num
  have hs : (∑ i : Fin n, if i ∈ d then -(1 / 2 : ℝ) else 1 / 2)
      = (n : ℝ) / 2 - d.card := by
    rw [Finset.sum_congr rfl (fun i _ => h i), Finset.sum_sub_distrib]
    simp [div_eq_mul_inv]
  unfold shift linePosition
  rw [hs]
```

## Counting gives the binomial weight

If $|d|=k$, the product $\Pr(d)$ has $k$ factors $(1-P)/2$ and $n-k$ factors $(1+P)/2$. There are $\binom nk$ such sets, all equally probable, hence
$$w_k=\binom nk\left(\frac{1+P}{2}\right)^{n-k}\left(\frac{1-P}{2}\right)^k.$$
In the proof, `Finset.prod_ite` splits the product into its down and up factors, and `Finset.card_powersetCard` supplies the count.

```lean
/-- The line with `k` down spins has the binomial weight. -/
theorem lineWeight_eq (n : ℕ) (P : ℝ) (k : ℕ) :
    lineWeight n P k
      = (n.choose k : ℝ) * ((1 + P) / 2) ^ (n - k) * ((1 - P) / 2) ^ k := by
  -- every configuration with k down spins is equally probable
  have h : ∀ d ∈ powersetCard k (univ : Finset (Fin n)),
      configProb P d = ((1 + P) / 2) ^ (n - k) * ((1 - P) / 2) ^ k := by
    intro d hd
    have hk : d.card = k := (mem_powersetCard.mp hd).2
    have h1 : (univ.filter (fun i : Fin n => i ∈ d)) = d := by ext i; simp
    have h2 : (univ.filter (fun i : Fin n => ¬ i ∈ d)) = dᶜ := by ext i; simp
    unfold configProb
    rw [Finset.prod_ite, Finset.prod_const, Finset.prod_const, h1, h2,
      Finset.card_compl, Fintype.card_fin, hk]
    ring
  unfold lineWeight
  rw [Finset.sum_congr rfl h, Finset.sum_const, Finset.card_powersetCard,
    Finset.card_univ, Fintype.card_fin, nsmul_eq_mul]
  ring
```

A spectrum sorts configurations by frequency, not by number of down spins. For $J\neq0$ the two sortings agree, since $J(n/2-|d|)=J(n/2-k)$ gives $|d|=k$ after cancelling $J$. The intensity collected at $\omega_k$ is therefore exactly $w_k$. At $J=0$ all the lines coincide, which is why the hypothesis `hJ` is needed.

```lean
/-- For nonzero coupling, the total probability of all configurations that shift the resonance to
the `k`-th line position is the weight of the `k`-th line. -/
theorem intensity_at_linePosition (n : ℕ) {J : ℝ} (hJ : J ≠ 0) (P : ℝ) (k : ℕ) :
    ∑ d ∈ univ.filter (fun d : Finset (Fin n) => shift J d = linePosition n J k),
      configProb P d = lineWeight n P k := by
  unfold lineWeight
  refine Finset.sum_congr ?_ (fun _ _ => rfl)
  ext d
  simp only [mem_filter, mem_univ, true_and, mem_powersetCard, subset_univ, shift_eq]
  constructor
  · intro h
    unfold linePosition at h
    have h1 := mul_left_cancel₀ hJ h
    have h2 : (d.card : ℝ) = k := by linarith
    exact_mod_cast h2
  · intro h
    rw [h]
```

## Moments of the number of down spins

Write $q=(1-P)/2$ and $p=(1+P)/2$, so that $p+q=1$. The weights are the terms of the binomial expansion of $(p+q)^n$, so they sum to 1. Treat $p$ and $q$ as independent variables, differentiate once or twice with respect to $q$, multiply by $q$ or $q^2$ respectively, and only then set $p+q=1$. This gives
$$\sum_k k\,w_k=nq,\qquad \sum_k k(k-1)\,w_k=n(n-1)q^2.$$
The variance of the number of down spins is then
$$\sum_k (k-nq)^2w_k=n(n-1)q^2+nq-n^2q^2=nq(1-q).$$

Mathlib has these identities for the Bernstein polynomials $\binom nk X^k(1-X)^{n-k}$. The next lemma identifies $w_k$ with the value of such a polynomial at $X=q$, which makes them available here.

```lean
/-- The line weights are the Bernstein polynomials evaluated at the down probability. -/
theorem bernstein_eval (n : ℕ) (P : ℝ) (k : ℕ) :
    (bernsteinPolynomial ℝ n k).eval ((1 - P) / 2) = lineWeight n P k := by
  have e : 1 - (1 - P) / 2 = (1 + P) / 2 := by ring
  rw [lineWeight_eq]
  simp only [bernsteinPolynomial, Polynomial.eval_mul, Polynomial.eval_pow,
    Polynomial.eval_sub, Polynomial.eval_one, Polynomial.eval_X, Polynomial.eval_natCast, e]
  ring
```

The deviation of a line from $nJP/2$ is
$$\omega_k-\frac{nJP}{2}=J\left(\frac{n(1-P)}{2}-k\right)=J(nq-k).$$
Squaring and averaging gives
$$J^2nq(1-q)=\frac{nJ^2(1-P^2)}{4}.$$
The proof evaluates Mathlib's variance identity at $q$, and the equation `e` extracts the factor $J^2$.

```lean
/-- The variance of the line positions about `nJP/2` is `nJ²(1-P²)/4`. -/
theorem multiplet_variance (n : ℕ) (J P : ℝ) :
    ∑ k ∈ range (n + 1), lineWeight n P k * (linePosition n J k - n * J * P / 2) ^ 2
      = n * J ^ 2 * (1 - P ^ 2) / 4 := by
  have h := congrArg (Polynomial.eval ((1 - P) / 2)) (bernsteinPolynomial.variance ℝ n)
  simp only [Polynomial.eval_finsetSum, nsmul_eq_mul, Polynomial.eval_mul,
    Polynomial.eval_pow, Polynomial.eval_sub, Polynomial.eval_one, Polynomial.eval_X,
    Polynomial.eval_natCast, bernstein_eval] at h
  -- the deviation from the mean is -J times the deviation of the number of down spins
  have e : ∑ k ∈ range (n + 1), lineWeight n P k * (linePosition n J k - n * J * P / 2) ^ 2
      = J ^ 2 * ∑ k ∈ range (n + 1), ((n : ℝ) * ((1 - P) / 2) - k) ^ 2 * lineWeight n P k := by
    rw [Finset.mul_sum]
    refine Finset.sum_congr rfl (fun k _ => ?_)
    unfold linePosition
    ring
  rw [e, h]
  ring
```

## The multiplet theorem

The mean position follows from the mean number of down spins:
$$\sum_k w_k\,\omega_k=\frac{Jn}{2}-Jnq=\frac{nJP}{2}.$$

The theorem states four things for every $n$, every real $J$ and $-1\le P\le1$: the weights are nonnegative, they sum to 1, the mean is $nJP/2$, and the variance is $nJ^2(1-P^2)/4$. The sums run over `range (n + 1)`, that is $k=0,\dots,n$. The bounds on $P$ serve only the nonnegativity, where they make both single-spin probabilities nonnegative; the other three parts are algebraic identities in $P$. With no neighbours there is one line, at zero shift with weight 1.

For first-order spectra with equally coupled, equally polarized, independent neighbours that are uncorrelated with the observed spin, these formulas give a check on simulated multiplets, with $P$ the polarization of the neighbours along $z$ during detection. For $n\geq1$ and $J\neq0$, a nonzero $P$ moves the centre of gravity and reduces the variance.

```lean
/-- For polarization `P` in `[-1, 1]` the line weights are nonnegative and sum to one, the mean
line position is `nJP/2`, and the variance is `nJ²(1-P²)/4`. -/
theorem polarized_multiplet (n : ℕ) (J : ℝ) {P : ℝ} (hP : -1 ≤ P) (hP' : P ≤ 1) :
    (∀ k, 0 ≤ lineWeight n P k) ∧
    ∑ k ∈ range (n + 1), lineWeight n P k = 1 ∧
    ∑ k ∈ range (n + 1), lineWeight n P k * linePosition n J k = n * J * P / 2 ∧
    ∑ k ∈ range (n + 1), lineWeight n P k * (linePosition n J k - n * J * P / 2) ^ 2
      = n * J ^ 2 * (1 - P ^ 2) / 4 := by
  have h0 := congrArg (Polynomial.eval ((1 - P) / 2)) (bernsteinPolynomial.sum ℝ n)
  simp only [Polynomial.eval_finsetSum, Polynomial.eval_one, bernstein_eval] at h0
  have h1 := congrArg (Polynomial.eval ((1 - P) / 2)) (bernsteinPolynomial.sum_smul ℝ n)
  simp only [Polynomial.eval_finsetSum, nsmul_eq_mul, Polynomial.eval_mul,
    Polynomial.eval_X, Polynomial.eval_natCast, bernstein_eval] at h1
  refine ⟨fun k => ?_, h0, ?_, multiplet_variance n J P⟩
  · have hu : 0 ≤ (1 + P) / 2 := by linarith
    have hd : 0 ≤ (1 - P) / 2 := by linarith
    rw [lineWeight_eq]
    positivity
  · -- the mean follows from the mean number of down spins
    have e : ∑ k ∈ range (n + 1), lineWeight n P k * linePosition n J k
        = J * n / 2 * ∑ k ∈ range (n + 1), lineWeight n P k
          - J * ∑ k ∈ range (n + 1), (k : ℝ) * lineWeight n P k := by
      rw [Finset.mul_sum, Finset.mul_sum, ← Finset.sum_sub_distrib]
      refine Finset.sum_congr rfl (fun k _ => ?_)
      unfold linePosition
      ring
    rw [e, h0, h1]
    ring
```

## When the width vanishes

For $n\neq0$ and $J\neq0$, the equation $nJ^2(1-P^2)/4=0$ forces $(P-1)(P+1)=0$. The variance thus vanishes exactly at full polarization, $P=1$ or $P=-1$, where a single outer line carries all the weight. The proof forms this product with `linear_combination` and removes the nonzero factor $nJ^2$.

```lean
/-- With at least one neighbour and nonzero coupling, the variance of the multiplet vanishes
exactly when the neighbours are fully polarized. -/
theorem variance_eq_zero_iff {n : ℕ} (hn : n ≠ 0) {J : ℝ} (hJ : J ≠ 0) (P : ℝ) :
    ∑ k ∈ range (n + 1), lineWeight n P k * (linePosition n J k - n * J * P / 2) ^ 2 = 0
      ↔ P = 1 ∨ P = -1 := by
  rw [multiplet_variance]
  constructor
  · intro h
    have hc : (n : ℝ) * J ^ 2 ≠ 0 := mul_ne_zero (Nat.cast_ne_zero.mpr hn) (pow_ne_zero 2 hJ)
    have h1 : ((n : ℝ) * J ^ 2) * ((P - 1) * (P + 1)) = 0 := by linear_combination -4 * h
    rcases mul_eq_zero.mp ((mul_eq_zero.mp h1).resolve_left hc) with h2 | h2
    · left; linarith
    · right; linarith
  · rintro (h | h) <;> rw [h] <;> ring
```

## The signal in time

Let each line contribute $w_k e^{\mathrm i\omega_k t}$, without decay. Since
$$e^{\mathrm i\omega_k t}=\left(e^{-\mathrm iJt/2}\right)^k\left(e^{\mathrm iJt/2}\right)^{n-k},$$
the binomial theorem gives
$$\sum_k w_k e^{\mathrm i\omega_k t}=\left(q\,e^{-\mathrm iJt/2}+p\,e^{\mathrm iJt/2}\right)^n=\left(\cos\frac{Jt}{2}+\mathrm iP\sin\frac{Jt}{2}\right)^n,$$
where the last step uses $p+q=1$ and $p-q=P$. Each neighbour contributes one factor, and for unpolarized neighbours this factor is the cosine alone.

The Lean proof runs in the opposite direction. It rewrites the single-neighbour factor as two phases (`h`), expands the power with `add_pow`, and matches the terms one by one, with `hp` supplying the factorization of the phase.

```lean
/-- The time signal summed over the lines of the multiplet is the `n`-th power of the
single-neighbour factor `cos(Jt/2) + iP sin(Jt/2)`. -/
theorem multiplet_signal (n : ℕ) (J P t : ℝ) :
    ∑ k ∈ range (n + 1), (lineWeight n P k : ℂ)
        * Complex.exp ((linePosition n J k : ℂ) * t * Complex.I)
      = (Complex.cos (J * t / 2) + Complex.I * P * Complex.sin (J * t / 2)) ^ n := by
  -- one neighbour contributes two counter-rotating phases
  have h : Complex.cos (J * t / 2) + Complex.I * P * Complex.sin (J * t / 2)
      = (1 - P) / 2 * Complex.exp (-(J * t / 2) * Complex.I)
        + (1 + P) / 2 * Complex.exp ((J * t / 2) * Complex.I) := by
    rw [Complex.exp_mul_I, Complex.exp_mul_I, Complex.cos_neg, Complex.sin_neg]
    ring
  rw [h, add_pow]
  refine Finset.sum_congr rfl (fun k hk => ?_)
  have hkn : k ≤ n := Nat.lt_succ_iff.mp (Finset.mem_range.mp hk)
  have hp : Complex.exp ((linePosition n J k : ℂ) * t * Complex.I)
      = Complex.exp (-(J * t / 2) * Complex.I) ^ k
        * Complex.exp ((J * t / 2) * Complex.I) ^ (n - k) := by
    rw [← Complex.exp_nat_mul, ← Complex.exp_nat_mul, ← Complex.exp_add]
    congr 1
    unfold linePosition
    push_cast [Nat.cast_sub hkn]
    ring
  rw [hp, lineWeight_eq, mul_pow, mul_pow]
  push_cast
  ring

end

end PolarizedMultiplet
```

```lean
#print axioms PolarizedMultiplet.intensity_at_linePosition
#print axioms PolarizedMultiplet.polarized_multiplet
#print axioms PolarizedMultiplet.variance_eq_zero_iff
#print axioms PolarizedMultiplet.multiplet_signal
```

```
'PolarizedMultiplet.intensity_at_linePosition' depends on axioms: [propext, Classical.choice, Quot.sound]
'PolarizedMultiplet.polarized_multiplet' depends on axioms: [propext, Classical.choice, Quot.sound]
'PolarizedMultiplet.variance_eq_zero_iff' depends on axioms: [propext, Classical.choice, Quot.sound]
'PolarizedMultiplet.multiplet_signal' depends on axioms: [propext, Classical.choice, Quot.sound]
```
